# Pair creation from the vacuum by a two-mode fermionic Bogoliubov transformation

At a sufficiently high potential step, the one-particle Dirac equation gives a reflected current larger than the incident one if the wave beyond the step is chosen so that its momentum, rather than its group velocity, points away from the step. A reflection coefficient above one cannot be the probability that a single particle returns. In quantum field theory the step can create particle–antiparticle pairs, and the quantities to compute are occupation probabilities.

This is done here for one particle mode and one antiparticle mode, with given complex mixing coefficients $x,y$ satisfying $|x|^2+|y|^2=1$. The coefficients are not derived from a potential or from the Dirac equation, and $T=|y|^2$ denotes the pair-creation weight.

```lean
import Mathlib

open scoped InnerProductSpace ComplexConjugate
open Matrix

namespace KleinPairCreation

noncomputable section
```

## Incoming and outgoing modes

The incoming annihilation operators $a,b$ obey the canonical anticommutation relations (CAR): $a^2=b^2=0$, $\{a,b\}=\{a,b^\dagger\}=0$ and $\{a,a^\dagger\}=\{b,b^\dagger\}=1$, where $\{u,v\}=uv+vu$. `IsCARPair` states them in any ring with an involution `star`, which plays the role of $\dagger$.

```lean
/-- Two fermionic modes `a`, `b` obeying the canonical anticommutation relations. -/
structure IsCARPair {R : Type*} [Ring R] [StarRing R] (a b : R) : Prop where
  aa : a * a = 0
  bb : b * b = 0
  ab : a * b + b * a = 0
  a_star : a * star a + star a * a = 1
  b_star : b * star b + star b * b = 1
  ab_star : a * star b + star b * a = 0
```

The outgoing particle operator is $A=xa+yb^\dagger$. Both terms lower the charge by one unit: one removes a particle, the other adds an antiparticle.

```lean
section Algebra

variable {R : Type*} [Ring R] [StarRing R] [Algebra ℂ R] [StarModule ℂ R]

/-- The outgoing particle mode `A = x a + y b†`. -/
def outParticle (x y : ℂ) (a b : R) : R := x • a + y • star b
```

Its partner is $B=xb-ya^\dagger$, so $B^\dagger=-\bar y a+\bar x b^\dagger$.

```lean
/-- The outgoing antiparticle mode `B = x b - y a†`. -/
def outAntiparticle (x y : ℂ) (a b : R) : R := x • b - y • star a
```

Taking adjoints of the CAR gives $(a^\dagger)^2=(b^\dagger)^2=0$, $\{a^\dagger,b^\dagger\}=0$ and $\{b,a^\dagger\}=0$.

```lean
omit [Algebra ℂ R] [StarModule ℂ R] in
/-- The anticommutation relations that follow by taking adjoints. -/
lemma IsCARPair.adjoints {a b : R} (h : IsCARPair a b) :
    star a * star a = 0 ∧ star b * star b = 0 ∧
    star a * star b + star b * star a = 0 ∧ b * star a + star a * b = 0 := by
  refine ⟨by rw [← star_mul, h.aa, star_zero], by rw [← star_mul, h.bb, star_zero], ?_, ?_⟩
  · rw [← star_mul, ← star_mul, ← star_add, add_comm, h.ab, star_zero]
  · have := congrArg star h.ab_star
    simpa only [star_add, star_mul, star_star, star_zero] using this
```

The scalar $x\bar x+y\bar y$ is the real number $|x|^2+|y|^2$.

```lean
/-- The sum `x x̄ + y ȳ` is the real number `|x|² + |y|²`. -/
lemma weight_eq (x y : ℂ) :
    x * star x + y * star y = ((‖x‖ ^ 2 + ‖y‖ ^ 2 : ℝ) : ℂ) := by
  have h (z : ℂ) : z * star z = ((‖z‖ ^ 2 : ℝ) : ℂ) := by
    rw [← Complex.normSq_eq_norm_sq]
    exact Complex.mul_conj z
  rw [h, h, Complex.ofReal_add]
```

## What the normalisation does

Expanding bilinearly,
$$\{A,A^\dagger\}=|x|^2\{a,a^\dagger\}+x\bar y\{a,b\}+y\bar x\{b^\dagger,a^\dagger\}+|y|^2\{b^\dagger,b\}=|x|^2+|y|^2 .$$

The proof follows this line. `simp only` multiplies out and moves scalars to the front; `linear_combination (norm := module)` then adds the CAR with the displayed coefficients. The tactic `module` treats each operator product, such as `a * star b`, as an indivisible vector and compares only complex coefficients. It therefore never commutes two operators, as the commutative-ring normaliser `ring` would need to. Every exchange of operators has to come from a stated CAR.

```lean
/-- The anticommutator of `A` with its adjoint is `|x|² + |y|²` times the identity. -/
lemma outParticle_anticomm {a b : R} (h : IsCARPair a b) (x y : ℂ) :
    outParticle x y a b * star (outParticle x y a b)
      + star (outParticle x y a b) * outParticle x y a b
      = (x * star x + y * star y) • (1 : R) := by
  obtain ⟨-, -, sab, -⟩ := h.adjoints
  simp only [outParticle, star_add, star_smul, star_star, mul_add, add_mul,
    smul_mul_assoc, mul_smul_comm]
  linear_combination (norm := module) (x * star x) • h.a_star + (x * star y) • h.ab
    + (y * star x) • sab + (y * star y) • h.b_star
```

The remaining relations are
$$\begin{aligned}
A^2&=x^2a^2+xy\{a,b^\dagger\}+y^2(b^\dagger)^2=0,\\
B^2&=x^2b^2-xy\{b,a^\dagger\}+y^2(a^\dagger)^2=0,\\
\{A,B\}&=x^2\{a,b\}-xy\{a,a^\dagger\}+xy\{b^\dagger,b\}-y^2\{b^\dagger,a^\dagger\}=0,\\
\{B,B^\dagger\}&=|x|^2\{b,b^\dagger\}-x\bar y\{a,b\}-y\bar x\{a^\dagger,b^\dagger\}+|y|^2\{a,a^\dagger\}=1,\\
\{A,B^\dagger\}&=(|x|^2-|y|^2)\{a,b^\dagger\}-2x\bar y a^2+2y\bar x(b^\dagger)^2=0.
\end{aligned}$$
The minus sign in $B$ makes the two middle terms of $\{A,B\}$ cancel.

```lean
/-- If `|x|² + |y|² = 1`, the outgoing modes obey the canonical anticommutation relations. -/
theorem out_car {a b : R} (h : IsCARPair a b) {x y : ℂ} (hxy : ‖x‖ ^ 2 + ‖y‖ ^ 2 = 1) :
    IsCARPair (outParticle x y a b) (outAntiparticle x y a b) := by
  obtain ⟨saa, sbb, sab, sba⟩ := h.adjoints
  have hu : x * star x + y * star y = 1 := by rw [weight_eq, hxy, Complex.ofReal_one]
  constructor
  case a_star => rw [outParticle_anticomm h, hu, one_smul]
  all_goals simp only [outParticle, outAntiparticle, star_sub, star_smul, star_star,
    mul_add, add_mul, mul_sub, sub_mul, smul_mul_assoc, mul_smul_comm]
  · linear_combination (norm := module) (x * x) • h.aa + (x * y) • h.ab_star + (y * y) • sbb
  · linear_combination (norm := module) (x * x) • h.bb - (x * y) • sba + (y * y) • saa
  · linear_combination (norm := module) (x * x) • h.ab - (x * y) • h.a_star
      + (x * y) • h.b_star - (y * y) • sab
  · linear_combination (norm := module) (x * star x) • h.b_star - (x * star y) • h.ab
      - (y * star x) • sab + (y * star y) • h.a_star + hu • (1 : R)
  · linear_combination (norm := module) (x * star x - y * star y) • h.ab_star
      - (2 * x * star y) • h.aa + (2 * y * star x) • sbb
```

Conversely, if $A,B$ obey the CAR, then $(|x|^2+|y|^2)1=1$. In a nonzero algebra this forces the scalar to be one.

```lean
/-- Conversely, in a nonzero algebra, if the outgoing modes obey the canonical anticommutation
relations, then `|x|² + |y|² = 1`. -/
theorem weight_of_out_car [Nontrivial R] {a b : R} (h : IsCARPair a b) {x y : ℂ}
    (hout : IsCARPair (outParticle x y a b) (outAntiparticle x y a b)) :
    ‖x‖ ^ 2 + ‖y‖ ^ 2 = 1 := by
  have h1 : algebraMap ℂ R (x * star x + y * star y) = algebraMap ℂ R 1 := by
    rw [Algebra.algebraMap_eq_smul_one, map_one, ← outParticle_anticomm h, hout.a_star]
  have h2 := (algebraMap ℂ R).injective h1
  rw [weight_eq] at h2
  exact_mod_cast h2
```

## Charge conservation

Multiplying out the number operators gives
$$\begin{aligned}
A^\dagger A-B^\dagger B={}&|x|^2(a^\dagger a-b^\dagger b)+\bar x y\{a^\dagger,b^\dagger\}\\
&+x\bar y\{a,b\}+|y|^2(bb^\dagger-aa^\dagger).
\end{aligned}$$
The anticommutators vanish, and $bb^\dagger-aa^\dagger=a^\dagger a-b^\dagger b$. With unit total weight, the difference is $a^\dagger a-b^\dagger b$.

```lean
/-- Charge conservation: particle number minus antiparticle number is the same operator
for the incoming and the outgoing modes. -/
theorem charge_conserved {a b : R} (h : IsCARPair a b) {x y : ℂ}
    (hxy : ‖x‖ ^ 2 + ‖y‖ ^ 2 = 1) :
    star (outParticle x y a b) * outParticle x y a b
      - star (outAntiparticle x y a b) * outAntiparticle x y a b
      = star a * a - star b * b := by
  obtain ⟨-, -, sab, -⟩ := h.adjoints
  have hu : x * star x + y * star y = 1 := by rw [weight_eq, hxy, Complex.ofReal_one]
  simp only [outParticle, outAntiparticle, star_add, star_sub, star_smul, star_star,
    mul_add, add_mul, mul_sub, sub_mul, smul_mul_assoc, mul_smul_comm]
  linear_combination (norm := module) (star x * y) • sab + (star y * x) • h.ab
    + (y * star y) • h.b_star - (y * star y) • h.a_star + hu • (star a * a - star b * b)

end Algebra
```

## Mean numbers in the incoming vacuum

The operators now act on a complex Hilbert space `H`, possibly infinite-dimensional. The type `H →L[ℂ] H` makes them bounded, and `star` is the Hilbert-space adjoint. The incoming vacuum $O$ is a unit vector with $aO=bO=0$.

```lean
variable {H : Type*} [NormedAddCommGroup H] [InnerProductSpace ℂ H] [CompleteSpace H]

/-- `O` is a unit vector annihilated by both modes. -/
structure IsVacuum (a b : H →L[ℂ] H) (O : H) : Prop where
  a_zero : a O = 0
  b_zero : b O = 0
  norm_one : ‖O‖ = 1
```

The adjoint moves across the inner product: $\langle u,T^\dagger v\rangle=\langle Tu,v\rangle$.

```lean
lemma inner_star (T : H →L[ℂ] H) (u v : H) : ⟪u, (star T) v⟫_ℂ = ⟪T u, v⟫_ℂ :=
  ContinuousLinearMap.adjoint_inner_right T u v
```

A vector has unit norm exactly when $\langle u,u\rangle=1$.

```lean
omit [CompleteSpace H] in
lemma norm_one_iff (u : H) : ‖u‖ = 1 ↔ ⟪u, u⟫_ℂ = 1 := by
  constructor
  · intro h
    rw [inner_self_eq_norm_sq_to_K, h]
    simp
  · intro h
    have h3 := inner_self_eq_norm_sq (𝕜 := ℂ) u
    rw [h, RCLike.one_re] at h3
    nlinarith [norm_nonneg u]
```

Let $c$ be a bounded operator with $\{c,c^\dagger\}=1$. If $cu=0$ and $\|u\|=1$, then $\|c^\dagger u\|^2=\langle u,cc^\dagger u\rangle=\langle u,u\rangle=1$.

```lean
/-- Filling an empty fermionic mode preserves the unit norm. -/
lemma creation_norm {c : H →L[ℂ] H} (hc : c * star c + star c * c = 1) {u : H}
    (h0 : c u = 0) (hu : ‖u‖ = 1) : ‖(star c) u‖ = 1 := by
  have h1 : c ((star c) u) + (star c) (c u) = u := DFunLike.congr_fun hc u
  rw [h0, map_zero, add_zero] at h1
  rw [norm_one_iff, inner_star, h1, ← norm_one_iff, hu]
```

Since $AO=yb^\dagger O$ and $BO=-ya^\dagger O$, both have squared norm $|y|^2$. These are the expectations of $A^\dagger A$ and $B^\dagger B$; Lean's inner product is conjugate-linear in its first argument.

```lean
/-- In the incoming vacuum the mean numbers of outgoing particles and of outgoing
antiparticles both equal `|y|²`. -/
theorem mean_out_numbers {a b : H →L[ℂ] H} (h : IsCARPair a b) {O : H}
    (hO : IsVacuum a b O) (x y : ℂ) :
    ⟪O, (star (outParticle x y a b) * outParticle x y a b) O⟫_ℂ = ((‖y‖ ^ 2 : ℝ) : ℂ) ∧
    ⟪O, (star (outAntiparticle x y a b) * outAntiparticle x y a b) O⟫_ℂ
      = ((‖y‖ ^ 2 : ℝ) : ℂ) := by
  have hy : conj y * y = ((‖y‖ ^ 2 : ℝ) : ℂ) := by
    rw [mul_comm, Complex.mul_conj, Complex.normSq_eq_norm_sq]
  have na := (norm_one_iff _).1 (creation_norm h.a_star hO.a_zero hO.norm_one)
  have nb := (norm_one_iff _).1 (creation_norm h.b_star hO.b_zero hO.norm_one)
  have hA : outParticle x y a b O = y • (star b) O := by
    change x • a O + y • (star b) O = _
    rw [hO.a_zero, smul_zero, zero_add]
  have hB : outAntiparticle x y a b O = (-y) • (star a) O := by
    change x • b O - y • (star a) O = _
    rw [hO.b_zero, smul_zero, zero_sub, neg_smul]
  constructor
  · change ⟪O, (star (outParticle x y a b)) (outParticle x y a b O)⟫_ℂ = _
    rw [inner_star, hA, inner_smul_left, inner_smul_right, nb, mul_one, hy]
  · change ⟪O, (star (outAntiparticle x y a b)) (outAntiparticle x y a b O)⟫_ℂ = _
    rw [inner_star, hB, inner_smul_left, inner_smul_right, na, mul_one, map_neg,
      neg_mul_neg, hy]
```

## Pairs or nothing

Under the CAR, $A^\dagger A$ and $AA^\dagger$ project onto filled and empty, and likewise for $B$. Joint probabilities are expectations of products of these projections.

Charge conservation applied to $O$ gives $A^\dagger AO=B^\dagger BO$, hence $AA^\dagger O=BB^\dagger O$. Using $AA^\dagger A=A$ and $A^2=(A^\dagger)^2=0$,
$$\begin{aligned}
AA^\dagger BB^\dagger O&=AA^\dagger O, & A^\dagger AB^\dagger BO&=A^\dagger AO,\\
A^\dagger ABB^\dagger O&=0, & AA^\dagger B^\dagger BO&=0.
\end{aligned}$$
The probabilities are therefore $1-T$ for no quanta, $T$ for one pair, and zero for either quantum alone. In the proof, `hq` and `hp` are the two charge identities, and `hAAA` is $AA^\dagger A=A$.

```lean
/-- Pair statistics of the incoming vacuum, with `T = |y|²`: no outgoing quanta with
probability `1 - T`, one particle and one antiparticle with probability `T`, and a particle
or an antiparticle alone with probability zero. -/
theorem klein_pair_statistics {a b : H →L[ℂ] H} (h : IsCARPair a b) {O : H}
    (hO : IsVacuum a b O) {x y : ℂ} (hxy : ‖x‖ ^ 2 + ‖y‖ ^ 2 = 1) :
    let A := outParticle x y a b
    let B := outAntiparticle x y a b
    ⟪O, (A * star A * (B * star B)) O⟫_ℂ = ((1 - ‖y‖ ^ 2 : ℝ) : ℂ) ∧
    ⟪O, (star A * A * (star B * B)) O⟫_ℂ = ((‖y‖ ^ 2 : ℝ) : ℂ) ∧
    ⟪O, (star A * A * (B * star B)) O⟫_ℂ = 0 ∧
    ⟪O, (A * star A * (star B * B)) O⟫_ℂ = 0 := by
  intro A B
  have hC : IsCARPair A B := out_car h hxy
  have hT : ⟪O, (star A) (A O)⟫_ℂ = ((‖y‖ ^ 2 : ℝ) : ℂ) := (mean_out_numbers h hO x y).1
  -- charge conservation: both outgoing number operators act alike on the vacuum
  have hq : (star A) (A O) - (star B) (B O) = (star a) (a O) - (star b) (b O) :=
    DFunLike.congr_fun (charge_conserved h hxy) O
  rw [hO.a_zero, hO.b_zero, map_zero, map_zero, sub_zero, sub_eq_zero] at hq
  have eA : A ((star A) O) + (star A) (A O) = O := DFunLike.congr_fun hC.a_star O
  have eB : B ((star B) O) + (star B) (B O) = O := DFunLike.congr_fun hC.b_star O
  have hp : B ((star B) O) = A ((star A) O) := by
    rw [eq_sub_of_add_eq eA, eq_sub_of_add_eq eB, hq]
  -- Pauli principle, and `A A† A = A`
  have hAA (v : H) : A (A v) = 0 := DFunLike.congr_fun hC.aa v
  have hSS (v : H) : (star A) ((star A) v) = 0 := DFunLike.congr_fun hC.adjoints.1 v
  have hAAA (v : H) : A ((star A) (A v)) = A v := by
    have e : A ((star A) (A v)) + (star A) (A (A v)) = A v :=
      DFunLike.congr_fun hC.a_star (A v)
    rwa [hAA, map_zero, add_zero] at e
  refine ⟨?_, ?_, ?_, ?_⟩
  · change ⟪O, A ((star A) (B ((star B) O)))⟫_ℂ = _
    rw [hp, hAAA, eq_sub_of_add_eq eA, inner_sub_right, hT,
      (norm_one_iff O).1 hO.norm_one, Complex.ofReal_sub, Complex.ofReal_one]
  · change ⟪O, (star A) (A ((star B) (B O)))⟫_ℂ = _
    rw [← hq, hAAA, hT]
  · change ⟪O, (star A) (A (B ((star B) O)))⟫_ℂ = _
    rw [hp, hAA, map_zero, inner_zero_right]
  · change ⟪O, A ((star A) ((star B) (B O)))⟫_ℂ = _
    rw [← hq, hSS, map_zero, inner_zero_right]
```

## The outgoing vacuum as a vector

A suitable superposition of the incoming vacuum $O$ and the pair state $w=a^\dagger b^\dagger O$ is a vacuum of the outgoing modes.

```lean
/-- The vector `x O - y a†b†O`. -/
def outVacuum (x y : ℂ) (a b : H →L[ℂ] H) (O : H) : H := x • O - y • (star a) ((star b) O)
```

The CAR give $aw=b^\dagger O$, $b^\dagger w=0$, $bw=-a^\dagger O$ and $a^\dagger w=0$; the first three are `w1`, `w2` and `w3`, the last `w4`. Hence
$$A(xO-yw)=-xy\,b^\dagger O+xy\,b^\dagger O=0,\qquad B(xO-yw)=xy\,a^\dagger O-xy\,a^\dagger O=0.$$
Because $O$ and $w$ are orthonormal, the norm squared is $|x|^2+|y|^2=1$, and the overlap with $O$ is $x$, with squared modulus $1-T$.

```lean
/-- The vector `x O - y a†b†O` is a vacuum of the outgoing modes, and its squared overlap
with the incoming vacuum is `1 - |y|²`. -/
theorem outVacuum_spec {a b : H →L[ℂ] H} (h : IsCARPair a b) {O : H}
    (hO : IsVacuum a b O) {x y : ℂ} (hxy : ‖x‖ ^ 2 + ‖y‖ ^ 2 = 1) :
    IsVacuum (outParticle x y a b) (outAntiparticle x y a b) (outVacuum x y a b O) ∧
    ‖⟪O, outVacuum x y a b O⟫_ℂ‖ ^ 2 = 1 - ‖y‖ ^ 2 := by
  obtain ⟨saa, sbb, sab, sba⟩ := h.adjoints
  have hu : x * conj x + y * conj y = 1 := by
    have := weight_eq x y
    rw [hxy, Complex.ofReal_one] at this
    exact this
  have nb := creation_norm h.b_star hO.b_zero hO.norm_one
  have ab0 : a ((star b) O) = 0 := by
    have e : a ((star b) O) + (star b) (a O) = 0 := DFunLike.congr_fun h.ab_star O
    rwa [hO.a_zero, map_zero, add_zero] at e
  have nw := (norm_one_iff _).1 (creation_norm h.a_star ab0 nb)
  -- action of the four incoming operators on the pair state
  have w1 : a ((star a) ((star b) O)) = (star b) O := by
    have e : a ((star a) ((star b) O)) + (star a) (a ((star b) O)) = (star b) O :=
      DFunLike.congr_fun h.a_star ((star b) O)
    rwa [ab0, map_zero, add_zero] at e
  have w2 : (star b) ((star a) ((star b) O)) = 0 := by
    have e : (star a) ((star b) ((star b) O)) + (star b) ((star a) ((star b) O)) = 0 :=
      DFunLike.congr_fun sab ((star b) O)
    have e' : (star b) ((star b) O) = 0 := DFunLike.congr_fun sbb O
    rwa [e', map_zero, zero_add] at e
  have w3 : b ((star a) ((star b) O)) = -(star a) O := by
    have e : b ((star a) ((star b) O)) + (star a) (b ((star b) O)) = 0 :=
      DFunLike.congr_fun sba ((star b) O)
    have e' : b ((star b) O) + (star b) (b O) = O := DFunLike.congr_fun h.b_star O
    rw [hO.b_zero, map_zero, add_zero] at e'
    rw [e'] at e
    exact eq_neg_of_add_eq_zero_left e
  have w4 : (star a) ((star a) ((star b) O)) = 0 := DFunLike.congr_fun saa ((star b) O)
  have ow : ⟪O, (star a) ((star b) O)⟫_ℂ = 0 := by
    rw [inner_star, hO.a_zero, inner_zero_left]
  have wo := inner_eq_zero_symm.1 ow
  have oo := (norm_one_iff O).1 hO.norm_one
  refine ⟨⟨?_, ?_, ?_⟩, ?_⟩
  · change x • a (x • O - y • (star a) ((star b) O))
      + y • (star b) (x • O - y • (star a) ((star b) O)) = 0
    simp only [map_sub, map_smul, hO.a_zero, w1, w2]
    module
  · change x • b (x • O - y • (star a) ((star b) O))
      - y • (star a) (x • O - y • (star a) ((star b) O)) = 0
    simp only [map_sub, map_smul, hO.b_zero, w3, w4]
    module
  · rw [norm_one_iff]
    simp only [outVacuum, inner_sub_left, inner_sub_right, inner_smul_left,
      inner_smul_right, oo, ow, wo, nw]
    linear_combination hu
  · rw [outVacuum, inner_sub_right, inner_smul_right, inner_smul_right, oo, ow, mul_one,
      mul_zero, sub_zero]
    linarith
```

For a single pair of modes with given coefficients, the same algebra describes the quasiparticles of mean-field BCS theory.

## A four-dimensional example

The assumptions on $a,b,O$ are realised on the Fock space with basis $|00\rangle,|01\rangle,|10\rangle,|11\rangle$. The first mode acts by $a|10\rangle=|00\rangle$ and $a|11\rangle=|01\rangle$.

```lean
/-- Matrix of the first mode in the basis `|00⟩, |01⟩, |10⟩, |11⟩`. -/
def modeA : Matrix (Fin 4) (Fin 4) ℂ := !![0, 0, 1, 0; 0, 0, 0, 1; 0, 0, 0, 0; 0, 0, 0, 0]
```

The second acts by $b|01\rangle=|00\rangle$ and $b|11\rangle=-|10\rangle$; the sign makes the modes anticommute.

```lean
/-- Matrix of the second mode in the same basis. -/
def modeB : Matrix (Fin 4) (Fin 4) ℂ := !![0, 1, 0, 0; 0, 0, 0, 0; 0, 0, 0, -1; 0, 0, 0, 0]
```

The CAR are checked entry by entry.

```lean
lemma matrix_car : IsCARPair modeA modeB := by
  have hsa : star modeA = !![0, 0, 0, 0; 0, 0, 0, 0; 1, 0, 0, 0; 0, 1, 0, 0] := by
    ext i j
    change star (modeA j i) = _
    fin_cases i <;> fin_cases j <;> simp [modeA]
  have hsb : star modeB = !![0, 0, 0, 0; 1, 0, 0, 0; 0, 0, 0, 0; 0, 0, -1, 0] := by
    ext i j
    change star (modeB j i) = _
    fin_cases i <;> fin_cases j <;> simp [modeB]
  constructor <;> (try simp only [hsa, hsb]) <;> ext i j <;> fin_cases i <;> fin_cases j <;>
    simp [modeA, modeB, Matrix.mul_apply, Fin.sum_univ_succ]
```

Defining the modes as these matrices from the start would have reduced the whole argument to finite matrix algebra, but would have excluded Hilbert spaces carrying further degrees of freedom. Here the matrices serve only as an example: `Matrix.toEuclideanCLM` turns them into operators, preserving products and adjoints, and $|00\rangle$ is their vacuum.

```lean
/-- On the four-dimensional Fock space the two explicit matrices obey the canonical
anticommutation relations, and the first basis vector is their vacuum. -/
theorem car_vacuum_witness :
    IsCARPair (Matrix.toEuclideanCLM (n := Fin 4) (𝕜 := ℂ) modeA)
      (Matrix.toEuclideanCLM (n := Fin 4) (𝕜 := ℂ) modeB) ∧
    IsVacuum (Matrix.toEuclideanCLM (n := Fin 4) (𝕜 := ℂ) modeA)
      (Matrix.toEuclideanCLM (n := Fin 4) (𝕜 := ℂ) modeB)
      (WithLp.toLp 2 ![1, 0, 0, 0]) := by
  have h := matrix_car
  have act (M : Matrix (Fin 4) (Fin 4) ℂ) (v : Fin 4 → ℂ) (hv : M *ᵥ v = 0) :
      Matrix.toEuclideanCLM (n := Fin 4) (𝕜 := ℂ) M (WithLp.toLp 2 v) = 0 := by
    change WithLp.toLp 2 (M *ᵥ v) = 0
    rw [hv]
    rfl
  refine ⟨⟨?_, ?_, ?_, ?_, ?_, ?_⟩, ⟨act _ _ ?_, act _ _ ?_, ?_⟩⟩
  · rw [← map_mul, h.aa, map_zero]
  · rw [← map_mul, h.bb, map_zero]
  · rw [← map_mul, ← map_mul, ← map_add, h.ab, map_zero]
  · rw [← map_star, ← map_mul, ← map_mul, ← map_add, h.a_star, map_one]
  · rw [← map_star, ← map_mul, ← map_mul, ← map_add, h.b_star, map_one]
  · rw [← map_star, ← map_mul, ← map_mul, ← map_add, h.ab_star, map_zero]
  · ext i
    fin_cases i <;> simp [modeA, Matrix.mulVec, dotProduct, Fin.sum_univ_succ]
  · ext i
    fin_cases i <;> simp [modeB, Matrix.mulVec, dotProduct, Fin.sum_univ_succ]
  · simp [EuclideanSpace.norm_eq, Fin.sum_univ_succ]

end

end KleinPairCreation
```

```lean
#print axioms KleinPairCreation.weight_of_out_car
#print axioms KleinPairCreation.klein_pair_statistics
#print axioms KleinPairCreation.outVacuum_spec
```

```
'KleinPairCreation.weight_of_out_car' depends on axioms: [propext, Classical.choice, Quot.sound]
'KleinPairCreation.klein_pair_statistics' depends on axioms: [propext, Classical.choice, Quot.sound]
'KleinPairCreation.outVacuum_spec' depends on axioms: [propext, Classical.choice, Quot.sound]
```
